# The coupled-cluster expansion of a two-body Hamiltonian stops at the fourth commutator

## The expansion that has to stop

Coupled-cluster theory works with the transformed Hamiltonian $e^{-T}He^{T}$, where $T$ moves electrons from occupied to virtual orbitals. Expanded in powers of $T$, this is a series of nested commutators. Without an early end, an exact expansion could involve commutators whose order grows with the number of electrons, and cutting it short would in general be a further approximation.

For a Hamiltonian with one- and two-body terms in a finite orbital basis, every term beyond fourth order vanishes exactly. Since $T$ is linear in its amplitudes, the projected amplitude equations are then polynomials of degree at most four.

## Operators and conventions

Let $a_p$ annihilate and $b_p$ create an electron in spin orbital $p$; textbooks write $a_p^\dagger$ for $b_p$. With $\{x,y\}=xy+yx$, the relations are

$$\{a_p,a_q\}=0,\qquad \{b_p,b_q\}=0,\qquad \{a_p,b_q\}=\delta_{pq}.$$

They express Fermi statistics in an orthonormal orbital basis, and `IsCAR` assumes them. The type `O` labels the orbitals, `occ` is the finite set of occupied ones, and the others are virtual. The operators live in a complex algebra `A`, and `ad T` is the map $X\mapsto[T,X]=TX-XT$.

A cluster operator is any element of `clusterAlgebra`, which is generated by the excitations $b_qa_i$ with $i$ occupied and $q$ virtual. This is wider than usual, since it also contains the scalars. `clusterSD` is the singles and doubles operator; its doubles sum has no prefactor $1/4$, which can be absorbed into `t₂`. The Hamiltonian is

$$H=\sum_{pq}f_{pq}\,b_pa_q+\tfrac12\sum_{pqrs}v_{pqrs}\,b_pb_qa_sa_r$$

with arbitrary complex coefficients. For a molecule with fixed nuclei, $f_{pq}$ is the one-electron integral of kinetic energy and nuclear attraction, not the Fock matrix, and $v_{pqrs}=\langle pq|rs\rangle$ is the electron-repulsion integral; the constant nuclear repulsion is left out.

## What is proved

`ad_five_four_ladders` says that $\mathrm{ad}_T^5(x_1x_2x_3x_4)=0$ for every cluster operator $T$ whenever each $x_k$ is some $a_p$ or $b_p$. `ad_five_hamiltonian` gives $\mathrm{ad}_T^5H=0$. If `A` is also a complete normed algebra, so that the exponential is available as a convergent series, `similarity_transformed_hamiltonian` states

$$e^{-T}He^{T}=\sum_{k=0}^{4}\frac{(-1)^k}{k!}\,\mathrm{ad}_T^kH.$$

The signs agree with the textbook form $H+[H,T]+\tfrac12[[H,T],T]+\dots$

Operators on the Fock space of finitely many orbitals form such an algebra. The step from a molecule in continuous space to a finite orbital basis remains an approximation. Unitary coupled cluster, whose exponent also contains de-excitations, does not satisfy the hypothesis on $T$.

## Cluster operators commute

Take an excitation $b_ra_j$, an occupied $i$ and a virtual $q$. Since $i\ne r$ and $j\ne q$,

$$b_ra_ja_i=-b_ra_ia_j=a_ib_ra_j,\qquad b_ra_jb_q=-b_rb_qa_j=b_qb_ra_j.$$

Commuting with a fixed element survives sums, products and scalars, so every cluster operator commutes with $a_i$ and $b_q$. It therefore commutes with each $b_qa_i$, and so with every cluster operator.

## Two commutators exhaust a ladder operator

For any orbital $p$,

$$[b_qa_i,a_p]=-\{a_p,b_q\}a_i=-\delta_{pq}a_i,\qquad [b_qa_i,b_p]=b_q\{a_i,b_p\}=\delta_{ip}b_q.$$

Both results commute with all cluster operators. The identity $[SV,x]=S[V,x]+[S,x]V$ carries this over to products, sums are immediate, and scalars have zero commutator with $x$. Hence $[T,x]$ commutes with $T$, that is, $\mathrm{ad}_T^2x=0$ for each ladder operator $x$.

## Counting commutators in a product

The Leibniz rule is $\mathrm{ad}_T(uv)=(\mathrm{ad}_Tu)v+u\,\mathrm{ad}_Tv$. With $\mathrm{ad}_T^2x=0$, induction on $n$ gives

$$\mathrm{ad}_T^{n+1}(xy)=x\,\mathrm{ad}_T^{n+1}y+(n+1)(\mathrm{ad}_Tx)(\mathrm{ad}_T^{n}y).$$

If $y$ is a product of $m$ ladder operators with $\mathrm{ad}_T^{m+1}y=0$, setting $n=m+1$ makes both terms vanish, so $\mathrm{ad}_T^{m+2}(xy)=0$. Starting from $\mathrm{ad}_T1=0$, this shows that five commutators annihilate any product of four ladder operators. One-body terms already vanish after three, and linearity gives $\mathrm{ad}_T^5H=0$.

## From commutators to the exponential

Put $P(s)=\sum_{k=0}^4\frac{(-s)^k}{k!}\mathrm{ad}_T^kH$. Because the fifth commutator vanishes, $P'=-\mathrm{ad}_TP=PT-TP$. Then

$$\frac{d}{ds}\left(e^{sT}Pe^{-sT}\right)=e^{sT}(TP+P'-PT)e^{-sT}=0.$$

Comparing $s=1$ with $s=0$ gives $e^TP(1)e^{-T}=H$, hence $P(1)=e^{-T}He^T$.

## The Lean file

```lean
import Mathlib

open Finset

namespace CoupledClusterTermination

noncomputable section

variable {O A : Type*} [DecidableEq O]

/-- The canonical anticommutation relations for annihilators `a p` and creators `b p`. -/
structure IsCAR [Ring A] (a b : O → A) : Prop where
  aa : ∀ p q, a p * a q + a q * a p = 0
  bb : ∀ p q, b p * b q + b q * b p = 0
  ab : ∀ p q, a p * b q + b q * a p = if p = q then 1 else 0

/-- A ladder operator is one of the annihilators or one of the creators. -/
def IsLadder (a b : O → A) (x : A) : Prop := ∃ p, x = a p ∨ x = b p

section Algebraic

variable [Ring A] [Algebra ℂ A] {a b : O → A} {occ : Finset O} {T U x : A}

/-- The commutator map `X ↦ T X - X T`. -/
def ad (T : A) : A →ₗ[ℂ] A := LinearMap.mulLeft ℂ T - LinearMap.mulRight ℂ T

/-- The algebra of cluster operators, generated by the excitations `b q * a i` from an
occupied orbital `i` to a virtual orbital `q`. -/
def clusterAlgebra (a b : O → A) (occ : Finset O) : Subalgebra ℂ A :=
  Algebra.adjoin ℂ {e | ∃ q, q ∉ occ ∧ ∃ i, i ∈ occ ∧ e = b q * a i}

/-- The cluster operator of single and double excitations with amplitudes `t₁` and `t₂`. -/
def clusterSD [Fintype O] (a b : O → A) (occ : Finset O) (t₁ : O → O → ℂ)
    (t₂ : O → O → O → O → ℂ) : A :=
  (∑ q ∈ occᶜ, ∑ i ∈ occ, t₁ q i • (b q * a i)) +
    ∑ q ∈ occᶜ, ∑ r ∈ occᶜ, ∑ i ∈ occ, ∑ j ∈ occ, t₂ q r i j • (b q * b r * a j * a i)

/-- The Hamiltonian with one-body coefficients `h` and two-body coefficients `v`. -/
def hamiltonian [Fintype O] (a b : O → A) (h : O → O → ℂ) (v : O → O → O → O → ℂ) : A :=
  (∑ p, ∑ q, h p q • (b p * a q)) +
    (1 / 2 : ℂ) • ∑ p, ∑ q, ∑ r, ∑ s, v p q r s • (b p * b q * a s * a r)

/-- Under the anticommutation relations, a cluster operator commutes with every annihilator
of an occupied orbital and every creator of a virtual orbital. -/
theorem cluster_commute_ladder (h : IsCAR a b) (hT : T ∈ clusterAlgebra a b occ) :
    (∀ i ∈ occ, Commute T (a i)) ∧ (∀ q, q ∉ occ → Commute T (b q)) := by
  -- it suffices to check the generating excitations
  have key : ∀ y, (∀ q, q ∉ occ → ∀ i ∈ occ, Commute (b q * a i) y) → Commute T y := by
    intro y hy
    unfold clusterAlgebra at hT
    induction hT using Algebra.adjoin_induction with
    | mem x hx =>
      obtain ⟨q, hq, i, hi, rfl⟩ := hx
      exact hy q hq i hi
    | algebraMap r => exact Algebra.commutes r y
    | add _ _ _ _ h1 h2 => exact h1.add_left h2
    | mul _ _ _ _ h1 h2 => exact h1.mul_left h2
  constructor
  · intro i hi
    refine key _ fun r hr j _ => ?_
    have h0 := h.ab i r
    rw [if_neg (fun e : i = r => hr (e ▸ hi))] at h0
    change b r * a j * a i = a i * (b r * a j)
    linear_combination (norm := noncomm_ring) b r * h.aa j i - h0 * a j
  · intro q hq
    refine key _ fun r _ j hj => ?_
    have h0 := h.ab j q
    rw [if_neg (fun e : j = q => hq (e ▸ hj))] at h0
    change b r * a j * b q = b q * (b r * a j)
    linear_combination (norm := noncomm_ring) b r * h0 - h.bb r q * a j

/-- Under the anticommutation relations, any two cluster operators commute. -/
theorem cluster_commute (h : IsCAR a b) (hT : T ∈ clusterAlgebra a b occ)
    (hU : U ∈ clusterAlgebra a b occ) : Commute T U := by
  have hc := cluster_commute_ladder h hT
  unfold clusterAlgebra at hU
  induction hU using Algebra.adjoin_induction with
  | mem x hx =>
    obtain ⟨q, hq, i, hi, rfl⟩ := hx
    exact (hc.2 q hq).mul_right (hc.1 i hi)
  | algebraMap r => exact (Algebra.commutes r T).symm
  | add _ _ _ _ h1 h2 => exact h1.add_right h2
  | mul _ _ _ _ h1 h2 => exact h1.mul_right h2

/-- Under the anticommutation relations, the commutator of a cluster operator with a ladder
operator commutes with every cluster operator. -/
theorem commute_ad_ladder (h : IsCAR a b) (hx : IsLadder a b x)
    (hT : T ∈ clusterAlgebra a b occ) (hU : U ∈ clusterAlgebra a b occ) :
    Commute U (ad T x) := by
  have hc := cluster_commute_ladder h hU
  unfold clusterAlgebra at hT
  induction hT using Algebra.adjoin_induction with
  | mem e he =>
    obtain ⟨q, hq, i, hi, rfl⟩ := he
    obtain ⟨p, rfl | rfl⟩ := hx
    · -- contraction with the created particle leaves the occupied annihilator
      have e : ad (b q * a i) (a p) = -((a p * b q + b q * a p) * a i) := by
        change b q * a i * a p - a p * (b q * a i) = _
        linear_combination (norm := noncomm_ring) b q * h.aa i p
      rw [e, h.ab]
      split_ifs
      · rw [one_mul]
        exact (hc.1 i hi).neg_right
      · rw [zero_mul, neg_zero]
        exact Commute.zero_right U
    · -- contraction with the hole leaves the virtual creator
      have e : ad (b q * a i) (b p) = b q * (a i * b p + b p * a i) := by
        change b q * a i * b p - b p * (b q * a i) = _
        linear_combination (norm := noncomm_ring) -(h.bb q p * a i)
      rw [e, h.ab]
      split_ifs
      · rw [mul_one]
        exact hc.2 q hq
      · rw [mul_zero]
        exact Commute.zero_right U
  | algebraMap r =>
    have e : ad (algebraMap ℂ A r) x = 0 := sub_eq_zero.mpr (Algebra.commutes r x)
    rw [e]
    exact Commute.zero_right U
  | add S V _ _ h1 h2 =>
    have e : ad (S + V) x = ad S x + ad V x := by
      change (S + V) * x - x * (S + V) = (S * x - x * S) + (V * x - x * V)
      noncomm_ring
    rw [e]
    exact h1.add_right h2
  | mul S V hS hV h1 h2 =>
    have e : ad (S * V) x = S * ad V x + ad S x * V := by
      change S * V * x - x * (S * V) = S * (V * x - x * V) + (S * x - x * S) * V
      noncomm_ring
    rw [e]
    exact ((cluster_commute h hU hS).mul_right h2).add_right
      (h1.mul_right (cluster_commute h hU hV))

/-- Under the anticommutation relations, the `(n+1)`-fold commutator of a cluster operator
with a product of `n` ladder operators vanishes. -/
theorem ad_pow_prod (h : IsCAR a b) (hT : T ∈ clusterAlgebra a b occ) (l : List A)
    (hl : ∀ x ∈ l, IsLadder a b x) : (ad T ^ (l.length + 1)) l.prod = 0 := by
  have step : ∀ (n : ℕ) (y : A), ad T ((ad T ^ n) y) = (ad T ^ (n + 1)) y := by
    intro n y
    rw [pow_succ', Module.End.mul_apply]
  have leib : ∀ u v : A, ad T (u * v) = ad T u * v + u * ad T v := by
    intro u v
    change T * (u * v) - u * v * T = (T * u - u * T) * v + u * (T * v - v * T)
    noncomm_ring
  induction l with
  | nil => simp [ad]
  | cons x l ih =>
    have hx : ad T (ad T x) = 0 :=
      sub_eq_zero.mpr (commute_ad_ladder h (hl x (by simp)) hT hT).eq
    have hl' := ih fun y hy => hl y (by simp [hy])
    -- Leibniz rule when the second commutator with `x` vanishes
    have key : ∀ (n : ℕ) (y : A), (ad T ^ (n + 1)) (x * y) =
        x * (ad T ^ (n + 1)) y + ((n : ℂ) + 1) • (ad T x * (ad T ^ n) y) := by
      intro n y
      induction n with
      | zero => simp [leib, add_comm]
      | succ n ihn =>
        rw [← step (n + 1) (x * y), ihn, map_add, map_smul, leib, leib, hx,
          step, step, zero_mul, zero_add]
        push_cast
        module
    rw [List.prod_cons, List.length_cons, key, ← step (l.length + 1) l.prod, hl']
    simp

/-- Under the anticommutation relations, the fivefold commutator of a cluster operator with
a product of four ladder operators vanishes. -/
theorem ad_five_four_ladders (h : IsCAR a b) (hT : T ∈ clusterAlgebra a b occ)
    {x₁ x₂ x₃ x₄ : A} (h₁ : IsLadder a b x₁) (h₂ : IsLadder a b x₂)
    (h₃ : IsLadder a b x₃) (h₄ : IsLadder a b x₄) :
    (ad T ^ 5) (x₁ * x₂ * x₃ * x₄) = 0 := by
  have h5 := ad_pow_prod h hT [x₁, x₂, x₃, x₄] (by simp [h₁, h₂, h₃, h₄])
  have e : [x₁, x₂, x₃, x₄].prod = x₁ * x₂ * x₃ * x₄ := by simp [mul_assoc]
  rw [e] at h5
  exact h5

/-- Under the anticommutation relations, every combination of single and double excitations
from occupied to virtual orbitals is a cluster operator. -/
theorem clusterSD_mem [Fintype O] (h : IsCAR a b) (t₁ : O → O → ℂ)
    (t₂ : O → O → O → O → ℂ) : clusterSD a b occ t₁ t₂ ∈ clusterAlgebra a b occ := by
  have gen : ∀ q ∈ occᶜ, ∀ i ∈ occ, b q * a i ∈ clusterAlgebra a b occ :=
    fun q hq i hi => Algebra.subset_adjoin ⟨q, Finset.mem_compl.mp hq, i, hi, rfl⟩
  refine add_mem (sum_mem fun q hq => sum_mem fun i hi => Subalgebra.smul_mem _ (gen q hq i hi) _)
    (sum_mem fun q hq => sum_mem fun r hr => sum_mem fun i hi => sum_mem fun j hj =>
      Subalgebra.smul_mem _ ?_ _)
  -- a double excitation is a product of two single ones
  have hc := ((cluster_commute_ladder h (gen r hr j hj)).1 i hi).eq
  have e : b q * b r * a j * a i = (b q * a i) * (b r * a j) := by
    linear_combination (norm := noncomm_ring) b q * hc
  rw [e]
  exact mul_mem (gen q hq i hi) (gen r hr j hj)

/-- Under the anticommutation relations, the fivefold commutator of a cluster operator with
a Hamiltonian of one- and two-body terms vanishes. -/
theorem ad_five_hamiltonian [Fintype O] (h : IsCAR a b) (hT : T ∈ clusterAlgebra a b occ)
    (f : O → O → ℂ) (v : O → O → O → O → ℂ) : (ad T ^ 5) (hamiltonian a b f v) = 0 := by
  have h1 : ∀ p q, (ad T ^ 5) (b p * a q) = 0 := by
    intro p q
    have hb : IsLadder a b (b p) := ⟨p, Or.inr rfl⟩
    have ha : IsLadder a b (a q) := ⟨q, Or.inl rfl⟩
    have h3 := ad_pow_prod h hT [b p, a q] (by simp [hb, ha])
    have e : [b p, a q].prod = b p * a q := by simp
    rw [e] at h3
    have h3' : (ad T ^ 3) (b p * a q) = 0 := h3
    have e5 : ad T ^ 5 = ad T ^ 2 * ad T ^ 3 := by rw [← pow_add]
    rw [e5, Module.End.mul_apply, h3', map_zero]
  have h2 : ∀ p q r s, (ad T ^ 5) (b p * b q * a s * a r) = 0 := fun p q r s =>
    ad_five_four_ladders h hT ⟨p, Or.inr rfl⟩ ⟨q, Or.inr rfl⟩ ⟨s, Or.inl rfl⟩ ⟨r, Or.inl rfl⟩
  simp only [hamiltonian, map_add, map_smul, map_sum, h1, h2, smul_zero,
    Finset.sum_const_zero, add_zero]

end Algebraic

section Exponential

variable [NormedRing A] [NormedAlgebra ℂ A] [CompleteSpace A]

/-- In a complete normed algebra, a solution of `P' = P T - T P` satisfies
`exp(T) P(1) exp(-T) = P(0)`. -/
theorem exp_conj_flow (T : A) (P : ℂ → A)
    (hP : ∀ s, HasDerivAt P (P s * T - T * P s) s) :
    NormedSpace.exp T * P 1 * NormedSpace.exp (-T) = P 0 := by
  let G : ℂ → A := fun s => NormedSpace.exp (s • T) * P s * NormedSpace.exp (s • (-T))
  have hG : ∀ s, HasDerivAt G 0 s := by
    intro s
    have hd := ((hasDerivAt_exp_smul_const T s).fun_mul (hP s)).fun_mul
      (hasDerivAt_exp_smul_const' (-T) s)
    refine hd.congr_deriv ?_
    noncomm_ring
  have hc := is_const_of_deriv_eq_zero (fun s => (hG s).differentiableAt)
    (fun s => (hG s).deriv) 1 0
  simpa only [G, one_smul, zero_smul, NormedSpace.exp_zero, one_mul, mul_one] using hc

/-- In a complete normed algebra with the anticommutation relations, the Hamiltonian
transformed by a cluster operator equals its commutator expansion through fourth order. -/
theorem similarity_transformed_hamiltonian [Fintype O] {a b : O → A} {occ : Finset O} {T : A}
    (h : IsCAR a b) (hT : T ∈ clusterAlgebra a b occ)
    (f : O → O → ℂ) (v : O → O → O → O → ℂ) :
    NormedSpace.exp (-T) * hamiltonian a b f v * NormedSpace.exp T =
      ∑ k ∈ range 5, ((-1 : ℂ) ^ k / (k.factorial : ℂ)) • (ad T ^ k) (hamiltonian a b f v) := by
  have h5 := ad_five_hamiltonian h hT f v
  generalize hamiltonian a b f v = X at h5 ⊢
  have step : ∀ (n : ℕ) (y : A), ad T ((ad T ^ n) y) = (ad T ^ (n + 1)) y := by
    intro n y
    rw [pow_succ', Module.End.mul_apply]
  let P : ℂ → A := fun s =>
    ∑ k ∈ range 5, ((-1 : ℂ) ^ k / (k.factorial : ℂ) * s ^ k) • (ad T ^ k) X
  -- the truncated series solves the flow equation because the fifth commutator vanishes
  have hP : ∀ s, HasDerivAt P (P s * T - T * P s) s := by
    intro s
    have hd := HasDerivAt.fun_sum (u := range 5) (fun k _ =>
      ((hasDerivAt_pow k s).const_mul ((-1 : ℂ) ^ k / (k.factorial : ℂ))).smul_const
        ((ad T ^ k) X))
    refine hd.congr_deriv ?_
    have e : P s * T - T * P s = -(ad T (P s)) := (neg_sub _ _).symm
    rw [e]
    simp only [P, map_add, map_smul, step, Finset.sum_range_succ, Finset.sum_range_zero,
      Nat.reduceAdd, zero_add, h5, smul_zero, add_zero]
    generalize (ad T ^ 1) X = C₁
    generalize (ad T ^ 2) X = C₂
    generalize (ad T ^ 3) X = C₃
    generalize (ad T ^ 4) X = C₄
    norm_num [Nat.factorial]
    module
  have e1 := exp_conj_flow T P hP
  have e2 : NormedSpace.exp (-T) * NormedSpace.exp T = 1 := by
    have e := exp_conj_flow (-T) (fun _ => (1 : A))
      (fun s => (hasDerivAt_const s (1 : A)).congr_deriv (by simp))
    simpa only [mul_one, neg_neg] using e
  have e0 : P 0 = X := by simp [P, Finset.sum_range_succ]
  have eP : P 1 = ∑ k ∈ range 5, ((-1 : ℂ) ^ k / (k.factorial : ℂ)) • (ad T ^ k) X := by
    simp only [P, one_pow, mul_one]
  rw [← eP, ← e0, ← e1]
  calc NormedSpace.exp (-T) * (NormedSpace.exp T * P 1 * NormedSpace.exp (-T)) *
        NormedSpace.exp T
      = (NormedSpace.exp (-T) * NormedSpace.exp T) * P 1 *
        (NormedSpace.exp (-T) * NormedSpace.exp T) := by simp only [mul_assoc]
    _ = P 1 := by rw [e2, one_mul, mul_one]

end Exponential

/-- On the exterior algebra of `O → ℂ`, contraction with the coordinate functionals and left
multiplication by the coordinate unit vectors satisfy the canonical anticommutation relations. -/
theorem isCAR_witness : IsCAR (A := Module.End ℂ (ExteriorAlgebra ℂ (O → ℂ)))
    (fun p => CliffordAlgebra.contractLeft (LinearMap.proj p : (O → ℂ) →ₗ[ℂ] ℂ))
    (fun p => LinearMap.mulLeft ℂ (ExteriorAlgebra.ι ℂ (Pi.single p 1 : O → ℂ))) where
  aa p q := by
    refine LinearMap.ext fun x => ?_
    exact add_eq_zero_iff_eq_neg.mpr (CliffordAlgebra.contractLeft_comm _ _ x)
  bb p q := by
    refine LinearMap.ext fun x => ?_
    have hs := ExteriorAlgebra.ι_add_mul_swap (R := ℂ)
      (Pi.single p 1 : O → ℂ) (Pi.single q 1 : O → ℂ)
    simp only [LinearMap.add_apply, Module.End.mul_apply, LinearMap.mulLeft_apply,
      LinearMap.zero_apply]
    rw [← mul_assoc, ← mul_assoc, ← add_mul, hs, zero_mul]
  ab p q := by
    refine LinearMap.ext fun x => ?_
    have hs := CliffordAlgebra.contractLeft_ι_mul (Q := (0 : QuadraticForm ℂ (O → ℂ)))
      (d := (LinearMap.proj p : (O → ℂ) →ₗ[ℂ] ℂ)) (Pi.single q 1) x
    refine (add_eq_of_eq_sub hs).trans ?_
    by_cases hpq : p = q
    · subst hpq
      simp
    · simp [hpq]

end

end CoupledClusterTermination
```

```lean
#print axioms CoupledClusterTermination.clusterSD_mem
#print axioms CoupledClusterTermination.similarity_transformed_hamiltonian
```

```
'CoupledClusterTermination.clusterSD_mem' depends on axioms: [propext, Classical.choice, Quot.sound]
'CoupledClusterTermination.similarity_transformed_hamiltonian' depends on axioms: [propext, Classical.choice, Quot.sound]
```

## Reading the Lean proof

`cluster_commute_ladder` and `cluster_commute` use `Algebra.adjoin_induction`, which treats generators, scalars, sums and products in turn. On generators, the first theorem uses `linear_combination` with `noncomm_ring`, which adds up the anticommutation relations while keeping the order of factors; the second theorem uses the first. In `commute_ad_ladder`, `split_ifs` separates the two values of the Kronecker delta.

`ad_pow_prod` is an induction over a list of ladder operators; `leib` is the Leibniz rule and `key` the formula for $\mathrm{ad}_T^{n+1}(xy)$. `clusterSD_mem` places singles and doubles in the cluster algebra by rewriting $b_qb_ra_ja_i$ as $(b_qa_i)(b_ra_j)$.

`exp_conj_flow` contains the vanishing derivative. `similarity_transformed_hamiltonian` applies it to the truncated sum `P`, where `module` matches the coefficients of the commutators. A second use, with the constant function $1$, supplies $e^{-T}e^T=1$.

Finally, `isCAR_witness` realises the relations on the exterior algebra of `O → ℂ`, which for finitely many orbitals is the algebraic form of Fock space: creation is wedge multiplication by a coordinate unit vector, and annihilation is contraction with the matching coordinate.
